# With ab − ba = 1 and av = 0, a word in a and b acts on v by the heights of its path

Let $a$ and $b$ be linear maps with $ab-ba=1$, and let $av=0$. Read a word in $a$ and $b$ in order of action, as a path that starts at height $0$, rises by one at each $b$ and falls by one at each $a$. If the path goes below zero, the word sends $v$ to zero. Otherwise it sends $v$ to

$$\Big(\prod_{\text{each } a}\text{height just before it}\Big)\; b^{m}v,\qquad m=\text{final height}.$$

For example, $abb\,v=2\,bv$: the path is $0,1,2,1$, and its one descent starts at height $2$.

For a harmonic oscillator, $a$ is the annihilation operator, $b$ stands for $a^\dagger$, $v$ is the ground state and the height is the number of quanta. The rule evaluates the products of ladder operators that arise when a power of the displacement acts on the ground state of a single mode. The vectors $b^nv$ are not normalised; with $b=a^\dagger$ and $\|v\|=1$, the normalised state is $|n\rangle=b^nv/\sqrt{n!}$.

## Words and paths, before any hypothesis

A word is a list of steps whose head acts first, so the list `raise, raise, lower` is the operator usually written $abb$, in the opposite order.

```lean
import Mathlib

open Polynomial

namespace LadderWordPaths

/-- A letter of a word in ladder operators: `raise` stands for `b`, `lower` for `a`. -/
inductive Step where
  | raise
  | lower

/-- The change of height caused by a letter: `+1` for `b` and `-1` for `a`. -/
def Step.jump : Step → ℤ
  | .raise => 1
  | .lower => -1

/-- The final height of the path of a word that starts at height zero. -/
def height : List Step → ℤ
  | [] => 0
  | s :: w => s.jump + height w
```

`GoesNegative h w` says that some initial segment of $w$, possibly empty or the whole word, takes a path started at $h$ below zero. `weight h w` is the product of the heights from which that path descends, and it equals $1$ if there is no descent.

```lean
/-- The path of the word `w`, started at height `h`, is below zero at some moment. -/
def GoesNegative (h : ℤ) (w : List Step) : Prop :=
  ∃ p, p <+: w ∧ h + height p < 0

/-- The product of the heights preceding each `a`, for the path started at height `h`. -/
def weight : ℤ → List Step → ℤ
  | _, [] => 1
  | h, .raise :: w => weight (h + 1) w
  | h, .lower :: w => h * weight (h - 1) w
```

The scalars form any field $K$, and $V$ is any vector space over it. `Module.End K V` is the set of linear maps from $V$ to itself, with composition as the product. No inner product is assumed, so nothing requires $b$ to be the adjoint of $a$.

```lean
variable {K V : Type*} [Field K] [AddCommGroup V] [Module K V]

/-- The operator of a word written in order of action: the first letter acts first. -/
def wordOp (a b : Module.End K V) : List Step → Module.End K V
  | [] => 1
  | .raise :: w => wordOp a b w * b
  | .lower :: w => wordOp a b w * a
```

Two facts concern paths alone. First, a path at a nonnegative height goes negative exactly when its remainder does so after the first step. The proof splits the prefix into empty and nonempty cases; the empty one cannot be negative.

```lean
variable {a b : Module.End K V} {v : V}

/-- From a nonnegative height, a path goes negative exactly when the rest of it does so
after the first step. -/
theorem goesNegative_cons {h : ℤ} (hh : 0 ≤ h) (s : Step) (w : List Step) :
    GoesNegative h (s :: w) ↔ GoesNegative (h + s.jump) w := by
  constructor
  · rintro ⟨p, hp, hneg⟩
    cases p with
    | nil =>
      simp only [height] at hneg
      omega
    | cons t q =>
      obtain ⟨rfl, hq⟩ := List.cons_prefix_cons.mp hp
      simp only [height] at hneg
      exact ⟨q, hq, by linarith⟩
  · rintro ⟨q, hq, hneg⟩
    refine ⟨s :: q, List.cons_prefix_cons.mpr ⟨rfl, hq⟩, ?_⟩
    simp only [height]
    linarith
```

Second, a path that starts at $h\ge 0$ and never goes negative has positive weight, since each descent then starts at height at least $1$. The induction runs over the word with $h$ left free, because the remainder starts at a different height.

```lean
/-- A path that starts at a nonnegative height and never goes negative has positive weight. -/
theorem weight_pos {h : ℤ} {w : List Step} (hh : 0 ≤ h) (hw : ¬ GoesNegative h w) :
    0 < weight h w := by
  induction w generalizing h with
  | nil => simp [weight]
  | cons s w ih =>
    rw [goesNegative_cons hh] at hw
    have h1 : 0 ≤ h + s.jump := by
      by_contra hc
      exact hw ⟨[], List.nil_prefix, by simp only [height]; omega⟩
    have h2 := ih h1 hw
    cases s with
    | raise => exact h2
    | lower =>
      have e : h + Step.lower.jump = h - 1 := by
        show h + (-1) = h - 1
        ring
      rw [e] at h1 h2
      simp only [weight]
      exact mul_pos (by omega) h2
```

## The commutator supplies the integer factors

The relation $ab-ba=1$ is the canonical commutation relation of one bosonic mode. Applied to a vector $x$, it reads $abx=bax+x$. With $av=0$ this gives $abv=bav+v=v$. If $ab^{n+1}v=(n+1)b^nv$ is known for some $n$, then

$$ab^{n+2}v=b\,(ab^{n+1}v)+b^{n+1}v=(n+1)b^{n+1}v+b^{n+1}v=(n+2)b^{n+1}v.$$

By induction, $ab^{n+1}v=(n+1)b^nv$ for every $n\ge 0$. In the proof, `comm` is the commutator applied to a vector, and the successor case is the line displayed above.

```lean
/-- If `ab - ba = 1` and `a v = 0`, then `a` takes `b^(n+1) v` to `(n+1) b^n v`. -/
theorem lower_level (hab : a * b - b * a = 1) (hv : a v = 0) (n : ℕ) :
    a ((b ^ (n + 1)) v) = ((n : K) + 1) • (b ^ n) v := by
  have comm : ∀ x, a (b x) = b (a x) + x := by
    intro x
    have h := LinearMap.congr_fun hab x
    simp only [LinearMap.sub_apply, Module.End.mul_apply, Module.End.one_apply] at h
    rw [sub_eq_iff_eq_add] at h
    rw [h, add_comm]
  induction n with
  | zero => simp [comm, hv]
  | succ n ih =>
    have hb : b ((b ^ n) v) = (b ^ (n + 1)) v := by
      rw [pow_succ', Module.End.mul_apply]
    rw [pow_succ' b (n + 1), Module.End.mul_apply, comm, ih, map_smul, hb]
    push_cast
    module
```

Without the commutator the factors change. If $a$ and $b$ commute, then $abv=bav=0$, whereas the rule would give $v$. A milder failure occurs in simulations that keep only the levels $0,\dots,N-1$ of the oscillator: the truncated matrices violate the relation on the top level, and a word whose path from the ground state reaches height $N$ gives zero, whatever its weight.

The same formula shows that the levels do not vanish when $v\neq0$ and $K$ has characteristic zero. If $b^{n+1}v$ were zero, applying $a$ would give $(n+1)b^nv=0$, and hence $b^nv=0$. Descending in this way leads to $v=0$, a contradiction.

```lean
/-- In characteristic zero, with `ab - ba = 1` and `a v = 0`, every `b^n v` built on a
nonzero `v` is nonzero. -/
theorem level_ne_zero [CharZero K] (hab : a * b - b * a = 1) (hv : a v = 0)
    (hv0 : v ≠ 0) (n : ℕ) : (b ^ n) v ≠ 0 := by
  induction n with
  | zero => simpa using hv0
  | succ n ih =>
    intro h
    have h1 := lower_level hab hv n
    rw [h, map_zero] at h1
    exact smul_ne_zero (Nat.cast_add_one_ne_zero n) ih h1.symm
```

## The vacuum condition puts the floor at height zero

The condition $av=0$ says that no quantum can be removed from $v$. It starts the induction above, and it is why a word whose path goes below zero gives zero.

The derivation goes letter by letter, for every starting vector $b^nv$ at once, because the first letter changes the level.

- The empty word leaves $b^nv$ alone; its weight is $1$ and its final height is $n$.
- If the first letter is $b$, the remaining word acts on $b^{n+1}v$, with no new factor.
- If the first letter is $a$ and $n=0$, the result is zero, and the path has just reached $-1$.
- If the first letter is $a$ and $n=m+1$, the factor $m+1$ comes out and the remaining word acts on $b^mv$. This factor is the height before the descent.

The first and third cases are then complete. In the second and fourth the remaining word is shorter, and the claim for it, at the new level, finishes the argument.

The Lean induction has the same cases. In the second and fourth, `key` computes the effect of the first letter, while `e`, `hh` and `hw` match the new starting height, final height and weight. The exponent must be a natural number, hence `toNat`; when the path never goes negative its final height is nonnegative, and the conversion changes nothing.

```lean
/-- Let `ab - ba = 1` and `a v = 0`. A word sends `b^n v` to zero if its path from height `n`
goes negative, and otherwise to `b^(final height) v` times the weight of the path. -/
theorem word_on_level (hab : a * b - b * a = 1) (hv : a v = 0) (w : List Step) :
    ∀ n : ℕ, (GoesNegative n w → wordOp a b w ((b ^ n) v) = 0) ∧
      (¬ GoesNegative n w → wordOp a b w ((b ^ n) v) =
        ((weight n w : ℤ) : K) • (b ^ ((n : ℤ) + height w).toNat) v) := by
  induction w with
  | nil =>
    intro n
    refine ⟨?_, fun _ => by simp [wordOp, weight, height]⟩
    rintro ⟨p, hp, h⟩
    rw [List.prefix_nil.mp hp] at h
    simp only [height] at h
    omega
  | cons s w ih =>
    intro n
    rw [goesNegative_cons (Int.natCast_nonneg n)]
    cases s with
    | raise =>
      -- a raising letter moves the problem to level n + 1
      have e : (n : ℤ) + Step.raise.jump = ((n + 1 : ℕ) : ℤ) := by simp [Step.jump]
      have key : wordOp a b (.raise :: w) ((b ^ n) v) = wordOp a b w ((b ^ (n + 1)) v) := by
        simp only [wordOp, Module.End.mul_apply, pow_succ']
      have hh : (n : ℤ) + height (.raise :: w) = ((n + 1 : ℕ) : ℤ) + height w := by
        rw [← e, height, add_assoc]
      have hw : weight n (.raise :: w) = weight ((n + 1 : ℕ) : ℤ) w := by simp [weight]
      rw [e, key, hh, hw]
      exact ih (n + 1)
    | lower =>
      cases n with
      | zero =>
        -- lowering at height zero kills the vacuum
        exact ⟨fun _ => by simp [wordOp, hv],
          fun h => absurd ⟨[], List.nil_prefix, by simp [height, Step.jump]⟩ h⟩
      | succ m =>
        -- lowering at height m + 1 yields the factor m + 1
        have e : ((m + 1 : ℕ) : ℤ) + Step.lower.jump = (m : ℤ) := by simp [Step.jump]
        have key : wordOp a b (.lower :: w) ((b ^ (m + 1)) v) =
            ((m : K) + 1) • wordOp a b w ((b ^ m) v) := by
          simp only [wordOp, Module.End.mul_apply]
          rw [lower_level hab hv, map_smul]
        have hh : ((m + 1 : ℕ) : ℤ) + height (.lower :: w) = (m : ℤ) + height w := by
          rw [← e, height, add_assoc]
        have hw : weight ((m + 1 : ℕ) : ℤ) (.lower :: w) = ((m : ℤ) + 1) * weight m w := by
          simp [weight]
        rw [e, key, hh, hw]
        refine ⟨fun h => by rw [(ih m).1 h, smul_zero], fun h => ?_⟩
        rw [(ih m).2 h, smul_smul, Int.cast_mul, Int.cast_add, Int.cast_natCast, Int.cast_one]
```

The rule for $v$ itself is the case $n=0$.

```lean
/-- Let `ab - ba = 1` and `a v = 0`. A word sends `v` to zero if its path from height zero goes
negative, and otherwise to `b^(final height) v` times the product of heights preceding each `a`. -/
theorem word_on_vacuum (hab : a * b - b * a = 1) (hv : a v = 0) (w : List Step) :
    (GoesNegative 0 w → wordOp a b w v = 0) ∧
      (¬ GoesNegative 0 w →
        wordOp a b w v = ((weight 0 w : ℤ) : K) • (b ^ (height w).toNat) v) := by
  simpa using word_on_level hab hv w 0
```

Without $av=0$ the floor may lie elsewhere. Take differentiation for $a$, multiplication by $X$ for $b$, and $v=X$: the single letter $a$ gives $1$, although its path from zero goes to $-1$. For a state of the form $b^nv$ with $av=0$, `word_on_level` gives the right bookkeeping: start the path at $n$.

## A nonzero vacuum and characteristic zero make annihilation readable from the path

The rule says that a path below zero implies annihilation. The converse needs two more hypotheses, both satisfied in quantum mechanics: $v\ne0$, since a state is a nonzero vector, and characteristic zero, which holds for the real and complex numbers and means that no positive integer equals zero in $K$.

Suppose the path never goes negative. The word then gives its weight times $b^mv$. The weight is a positive integer, so it is nonzero in $K$, and $b^mv\ne0$ as shown above. The product is therefore nonzero. The proof combines `weight_pos` and `level_ne_zero` in the same way.

```lean
/-- In characteristic zero, with `ab - ba = 1`, `a v = 0` and `v` nonzero, a word annihilates
`v` exactly when its path from height zero goes negative. -/
theorem word_annihilates_iff [CharZero K] (hab : a * b - b * a = 1) (hv : a v = 0)
    (hv0 : v ≠ 0) (w : List Step) : wordOp a b w v = 0 ↔ GoesNegative 0 w := by
  refine ⟨fun h => ?_, (word_on_vacuum hab hv w).1⟩
  by_contra hn
  rw [(word_on_vacuum hab hv w).2 hn] at h
  exact smul_ne_zero (Int.cast_ne_zero.mpr (weight_pos le_rfl hn).ne')
    (level_ne_zero hab hv hv0 _) h
```

If $v=0$, even the empty word gives zero, though its path stays at height zero. In any prime characteristic $p$ the equivalence also fails: for polynomials with $v=1$, the word $ab^p$ gives $pX^{p-1}=0$, yet its path never goes negative.

## A functional that vanishes on the range of b gives the expectation value

A vacuum expectation value needs a bra as well as a ket. Here it is a linear functional $\varphi$ with $\varphi(bx)=0$ for all $x$ and $\varphi(v)=1$. For the oscillator, $\varphi(x)=\langle 0|x\rangle$: the first condition is $\langle0|a^\dagger=0$, and the second is the normalisation of the ground state.

If the path goes negative, the word gives zero, and so does $\varphi$. If it stays nonnegative and ends at $m>0$, the result is a multiple of $b(b^{m-1}v)$, on which $\varphi$ vanishes. If it ends at $0$, the result is the weight times $v$, and $\varphi$ returns the weight. In the proof, `hpos` and `hne` show that the final height is positive in the middle case, and `hk` writes that height as $k+1$, so that the leftmost $b$ can be split off.

```lean
/-- Let `ab - ba = 1`, `a v = 0`, and let the functional `φ` vanish on the range of `b` with
`φ v = 1`. The vacuum expectation value `φ (word v)` is the weight of the path if the path
never goes negative and ends at zero, and it is zero for every other word. -/
theorem vacuum_expectation (hab : a * b - b * a = 1) (hv : a v = 0) (φ : V →ₗ[K] K)
    (hφ : ∀ x, φ (b x) = 0) (hφv : φ v = 1) (w : List Step) :
    (¬ GoesNegative 0 w ∧ height w = 0 → φ (wordOp a b w v) = ((weight 0 w : ℤ) : K)) ∧
      (¬ (¬ GoesNegative 0 w ∧ height w = 0) → φ (wordOp a b w v) = 0) := by
  obtain ⟨h0, h1⟩ := word_on_vacuum hab hv w
  refine ⟨fun ⟨hn, hz⟩ => ?_, fun hc => ?_⟩
  · rw [h1 hn, hz]
    simp [hφv]
  · by_cases hn : GoesNegative 0 w
    · rw [h0 hn, map_zero]
    · -- the path ends strictly above zero, so a factor b stands on the left
      have hpos : 0 ≤ height w := by
        by_contra h
        exact hn ⟨w, List.prefix_refl w, by omega⟩
      have hne : height w ≠ 0 := fun hz => hc ⟨hn, hz⟩
      obtain ⟨k, hk⟩ : ∃ k, (height w).toNat = k + 1 := ⟨(height w).toNat - 1, by omega⟩
      rw [h1 hn, hk, map_smul, pow_succ', Module.End.mul_apply, hφ, smul_zero]
```

Without the first condition, a single $b$ can have a nonzero expectation value: for polynomials with $v=1$, evaluation at $X=1$ satisfies $\varphi(v)=1$ but gives $\varphi(bv)=1$. Without the second, a word whose path never goes negative and ends at zero gives its weight times $\varphi(v)$.

The rule appears in the first-order shift of the ground-state energy of an oscillator of mass $m_0$ and angular frequency $\omega$ under a perturbation $\lambda q^4$, where $q$ is the displacement. With $q=\sqrt{\hbar/2m_0\omega}\,(a+a^\dagger)$, the fourth power expands into sixteen words. Only two have paths that stay nonnegative and return to zero:

- $a a^\dagger a a^\dagger$, with heights $0,1,0,1,0$ and weight $1\cdot1=1$;
- $a a a^\dagger a^\dagger$, with heights $0,1,2,1,0$ and weight $2\cdot1=2$.

Hence $\langle0|(a+a^\dagger)^4|0\rangle=3$, and the shift is $3\lambda\hbar^2/(4m_0^2\omega^2)$.

## Polynomials satisfy all the relations

Differentiation and multiplication by $X$ on rational polynomials, with $v=1$ and the constant coefficient as $\varphi$, meet every condition used for the expectation value. The commutator is the product rule, $(Xp)'-Xp'=p$, and the level $b^nv$ is $X^n$. The space is infinite-dimensional, as it has to be: on a nonzero finite-dimensional space in characteristic zero, the trace of $ab-ba$ is zero while the trace of $1$ is not.

To pass from the theorems to the physical oscillator, one step remains: identifying $V$ with the finite combinations of number states, on which $a$ and $a^\dagger$ act as linear maps satisfying these relations.

```lean
/-- On rational polynomials, `a = d/dX`, `b =` multiplication by `X`, `v = 1` and `φ =` the
constant coefficient satisfy all the relations assumed for the vacuum expectation value. -/
theorem vacuum_expectation_witness :
    (derivative : Module.End ℚ ℚ[X]) * LinearMap.mulLeft ℚ (X : ℚ[X])
        - LinearMap.mulLeft ℚ (X : ℚ[X]) * (derivative : Module.End ℚ ℚ[X]) = 1 ∧
      derivative (1 : ℚ[X]) = 0 ∧
      (∀ p : ℚ[X], lcoeff ℚ 0 (LinearMap.mulLeft ℚ (X : ℚ[X]) p) = 0) ∧
      lcoeff ℚ 0 (1 : ℚ[X]) = 1 := by
  refine ⟨LinearMap.ext fun p => ?_, derivative_one, fun p => ?_, ?_⟩
  · simp [Module.End.mul_apply, derivative_mul]
  · simp [lcoeff_apply]
  · simp [lcoeff_apply]

end LadderWordPaths
```

```lean
#print axioms LadderWordPaths.word_annihilates_iff
#print axioms LadderWordPaths.vacuum_expectation
```

```
'LadderWordPaths.word_annihilates_iff' depends on axioms: [propext, Classical.choice, Quot.sound]
'LadderWordPaths.vacuum_expectation' depends on axioms: [propext, Classical.choice, Quot.sound]
```
